# The Wigner function of a normalised pure state on the line is real, bounded by 1/(πħ), and equal to ±1/(πħ) at the origin exactly for even (+) and odd (−) states

Q: Suppose nothing limited the height of a Wigner function. A tall spike in a plot of $W(q,p)$ could then be a real feature of a pure state or a wrong prefactor, and its height would not help me decide. I know the bound $1/(\pi\hbar)$, but I doubt that a formal version is about the same object. A square-integrable $\psi$ doesn't even have definite values at points. What is the argument by hand?

A: Take $\psi:\mathbb R\to\mathbb C$ with $\int|\psi|^2\,dx=1$ and $\hbar>0$. Write $e(y)=\exp(2ipy/\hbar)$, which has modulus one, and

$$f(y)=\psi^*(q+y)\,\psi(q-y)\,e(y),\qquad W(q,p)=\frac{1}{\pi\hbar}\int f(y)\,dy .$$

The integral converges absolutely, because

$$|f(y)|=|\psi(q+y)|\,|\psi(q-y)|\le|\psi(q+y)|^2+|\psi(q-y)|^2,$$

and each term on the right integrates to one. Changing $\psi$ on a set of measure zero changes $f$ only on a set of measure zero, so $W(q,p)$ has a definite value at every point even though $\psi$ does not.

Q: And reality?

A: Since $e(y)^*=e(-y)$, conjugation gives $f(y)^*=\psi(q+y)\,\psi^*(q-y)\,e(-y)=f(-y)$. The substitution $y\to-y$ leaves the integral over the line unchanged, so the integral equals its own conjugate.

For the bound, choose a sign $s=\pm1$ and expand a square, using $s^2=1$ and $|e(y)|=1$:

$$|\psi(q+y)-s\,e(y)\psi(q-y)|^2=|\psi(q+y)|^2+|\psi(q-y)|^2-2s\,\mathrm{Re}\,f(y).$$

Integrating over $y$ gives

$$\int|\psi(q+y)-s\,e(y)\psi(q-y)|^2\,dy=2-2s\,\pi\hbar\,W(q,p).$$

The left side is nonnegative. The choice $s=1$ yields $\pi\hbar W\le1$, and $s=-1$ yields $\pi\hbar W\ge-1$.

Q: When is the bound reached?

A: We have $\pi\hbar W=s$ exactly when the left side vanishes, that is, when $\psi(q+y)=s\,e(y)\psi(q-y)$ for almost every $y$. The map $\psi(q+y)\mapsto e(y)\psi(q-y)$ is reflection about the phase-space point $(q,p)$. At $q=p=0$ it is ordinary parity, and the condition becomes $\psi(y)=s\,\psi(-y)$.

Q: Now show me what Lean takes the Wigner function to be. If it is declared real-valued, reality has been smuggled in.

A: It is declared complex-valued.

```lean
import Mathlib

open MeasureTheory MeasureTheory.Measure ComplexConjugate

namespace WignerFunctionBound

noncomputable section
```

The plane-wave factor $e(y)$ comes first.

```lean
/-- The plane-wave factor `exp(2ipy/ħ)` of the Wigner integral. -/
def phase (hbar p y : ℝ) : ℂ := Complex.exp (((2 * p * y / hbar : ℝ) : ℂ) * Complex.I)
```

Then the integrand $f(y)$, where `conj` is complex conjugation.

```lean
/-- The integrand `ψ*(q+y) ψ(q-y) exp(2ipy/ħ)` of the Wigner integral. -/
def wignerIntegrand (hbar : ℝ) (ψ : ℝ → ℂ) (q p y : ℝ) : ℂ :=
  conj (ψ (q + y)) * ψ (q - y) * phase hbar p y
```

Finally $W$ itself, with the prefactor $1/(\pi\hbar)$.

```lean
/-- The Wigner function `W(q,p) = (πħ)⁻¹ ∫ ψ*(q+y) ψ(q-y) exp(2ipy/ħ) dy`. -/
def wigner (hbar : ℝ) (ψ : ℝ → ℂ) (q p : ℝ) : ℂ :=
  ((1 / (Real.pi * hbar) : ℝ) : ℂ) * ∫ y, wignerIntegrand hbar ψ q p y
```

These definitions fix the conventions: $y$ is half the separation between the two arguments of $\psi$, the conjugate sits on $\psi(q+y)$, and the exponent carries a plus sign.

Q: What do the theorems assume about $\psi$?

A: The hypothesis `MemLp ψ 2 volume` says that $\psi$ is square-integrable with respect to length on the line, including measurability up to null sets. The hypothesis `hn` is normalisation, and `hh` is $\hbar>0$. No continuity, smoothness or decay is required. The sign is a real number `s` with `s ^ 2 = 1`, which leaves only $\pm1$.

There are three conclusions to look for. `wigner_converges_real_bounded` says that at every $(q,p)$ the integrand is integrable, the imaginary part of $W$ is zero and its modulus is at most $1/(\pi\hbar)$. `wigner_extremal_iff` gives the equality condition at any phase-space point. The two origin theorems specialise it to parity, with `∀ᵐ` meaning "for almost every".

Q: "Almost every" looks weaker than the parity I use.

A: As a condition on $\psi$ it is weaker, which makes the implication towards $W(0,0)$ stronger. A function that is even at every point satisfies it and gets $W(0,0)=1/(\pi\hbar)$. In the other direction, an integral can't detect a change at isolated points, so parity almost everywhere is all that the value of $W$ can reveal.

Q: Then take me through the proof, starting with convergence.

A: The phase has modulus one:

```lean
/-- The plane-wave factor has modulus one. -/
lemma norm_phase (hbar p y : ℝ) : ‖phase hbar p y‖ = 1 :=
  Complex.norm_exp_ofReal_mul_I _
```

The domination argument follows. In the code, `hg` says that the sum of the two shifted densities is integrable, `key` is the inequality above, obtained by `nlinarith` from the nonnegativity of squares, and `m1` to `m3` supply measurability.

```lean
/-- The Wigner integral of a square-integrable wave function converges absolutely at every
phase-space point. -/
theorem integrable_wignerIntegrand (hbar : ℝ) {ψ : ℝ → ℂ} (hψ : MemLp ψ 2 volume) (q p : ℝ) :
    Integrable (wignerIntegrand hbar ψ q p) := by
  have hρ : Integrable (fun x => ‖ψ x‖ ^ 2) := (memLp_two_iff_integrable_sq_norm hψ.1).1 hψ
  have hg : Integrable (fun y => ‖ψ (q + y)‖ ^ 2 + ‖ψ (q - y)‖ ^ 2) :=
    (hρ.comp_add_left q).add (hρ.comp_sub_left q)
  have m1 : AEStronglyMeasurable (fun y => ψ (q + y)) volume :=
    (hψ.comp_measurePreserving (measurePreserving_add_left volume q)).1
  have m2 : AEStronglyMeasurable (fun y => ψ (q - y)) volume :=
    (hψ.comp_measurePreserving (measurePreserving_sub_left volume q)).1
  have m3 : Continuous (fun y => phase hbar p y) := by
    unfold phase
    fun_prop
  have hm : AEStronglyMeasurable (wignerIntegrand hbar ψ q p) volume :=
    ((Complex.continuous_conj.comp_aestronglyMeasurable m1).mul m2).mul m3.aestronglyMeasurable
  -- the integrand is dominated by the sum of two shifted densities
  have key : ∀ y, ‖wignerIntegrand hbar ψ q p y‖ ≤ ‖ψ (q + y)‖ ^ 2 + ‖ψ (q - y)‖ ^ 2 := by
    intro y
    rw [wignerIntegrand, norm_mul, norm_mul, RCLike.norm_conj, norm_phase, mul_one]
    nlinarith [sq_nonneg (‖ψ (q + y)‖ - ‖ψ (q - y)‖), sq_nonneg ‖ψ (q + y)‖,
      sq_nonneg ‖ψ (q - y)‖]
  exact hg.mono' hm (Filter.Eventually.of_forall key)
```

Reality is the conjugation argument. `hphase` is $e(y)^*=e(-y)$, `hpt` is $f(y)^*=f(-y)$, and the `calc` block ends with the substitution $y\to-y$.

```lean
/-- The Wigner function has no imaginary part. -/
theorem wigner_im (hbar : ℝ) (ψ : ℝ → ℂ) (q p : ℝ) : (wigner hbar ψ q p).im = 0 := by
  have hphase : ∀ y, conj (phase hbar p y) = phase hbar p (-y) := by
    intro y
    unfold phase
    rw [← Complex.exp_conj, map_mul, Complex.conj_ofReal, Complex.conj_I]
    congr 1
    push_cast
    ring
  -- conjugating the integrand is the same as reversing y
  have hpt : ∀ y, conj (wignerIntegrand hbar ψ q p y) = wignerIntegrand hbar ψ q p (-y) := by
    intro y
    simp only [wignerIntegrand, map_mul, Complex.conj_conj, hphase, sub_neg_eq_add,
      ← sub_eq_add_neg]
    ring
  have hc : conj (∫ y, wignerIntegrand hbar ψ q p y) = ∫ y, wignerIntegrand hbar ψ q p y :=
    calc conj (∫ y, wignerIntegrand hbar ψ q p y)
        = ∫ y, conj (wignerIntegrand hbar ψ q p y) := integral_conj.symm
      _ = ∫ y, wignerIntegrand hbar ψ q p (-y) :=
          integral_congr_ae (Filter.Eventually.of_forall hpt)
      _ = ∫ y, wignerIntegrand hbar ψ q p y := integral_neg_eq_self _ volume
  rw [wigner, Complex.im_ofReal_mul, Complex.conj_eq_iff_im.1 hc, mul_zero]
```

Q: That theorem assumes nothing about $\psi$. How can it be true for a function whose Wigner integral diverges?

A: Lean assigns the value zero to a divergent integral, and zero is real. The statement has physical content where the integral converges, which is why the main theorem lists convergence beside reality.

Q: And the expansion of the square?

A: It is isolated as an identity for three complex numbers, with `a` for $\psi(q+y)$, `b` for $\psi(q-y)$ and `e` for the phase. After everything is written in real and imaginary parts, `linear_combination` uses $s^2=1$ and $|e|^2=1$ to reduce $s^2|e|^2|b|^2$ to $|b|^2$.

```lean
/-- Expansion of `|a - s e b|²` for a phase `e` and a sign `s`. -/
lemma norm_sub_phase_sq (a b e : ℂ) (s : ℝ) (he : ‖e‖ = 1) (hs : s ^ 2 = 1) :
    ‖a - s * (e * b)‖ ^ 2 = ‖a‖ ^ 2 + ‖b‖ ^ 2 - 2 * s * (conj a * b * e).re := by
  have he' : e.re * e.re + e.im * e.im = 1 := by
    rw [← Complex.normSq_apply, Complex.normSq_eq_norm_sq, he, one_pow]
  simp only [← Complex.normSq_eq_norm_sq, Complex.normSq_apply, Complex.sub_re, Complex.sub_im,
    Complex.mul_re, Complex.mul_im, Complex.ofReal_re, Complex.ofReal_im, Complex.conj_re,
    Complex.conj_im]
  linear_combination (b.re ^ 2 + b.im ^ 2) * (e.re ^ 2 + e.im ^ 2) * hs
    + (b.re ^ 2 + b.im ^ 2) * he'
```

Integrating it gives the central formula. `e1` and `e2` say that translating or reflecting the density leaves its integral equal to one. `e3` takes the real part outside the integral, and `hW` cancels the prefactor of $W$.

```lean
/-- The squared distance between a normalised state and `s = ±1` times its reflection about the
phase-space point `(q,p)` is finite and equals `2 - 2 s πħ Re W(q,p)`. -/
theorem reflection_distance {hbar : ℝ} (hh : 0 < hbar) {ψ : ℝ → ℂ} (hψ : MemLp ψ 2 volume)
    (hn : ∫ x, ‖ψ x‖ ^ 2 = 1) {s : ℝ} (hs : s ^ 2 = 1) (q p : ℝ) :
    Integrable (fun y => ‖ψ (q + y) - s * (phase hbar p y * ψ (q - y))‖ ^ 2) ∧
    ∫ y, ‖ψ (q + y) - s * (phase hbar p y * ψ (q - y))‖ ^ 2
      = 2 - 2 * s * (Real.pi * hbar * (wigner hbar ψ q p).re) := by
  have hρ : Integrable (fun x => ‖ψ x‖ ^ 2) := (memLp_two_iff_integrable_sq_norm hψ.1).1 hψ
  have h1 : Integrable (fun y => ‖ψ (q + y)‖ ^ 2) := hρ.comp_add_left q
  have h2 : Integrable (fun y => ‖ψ (q - y)‖ ^ 2) := hρ.comp_sub_left q
  have h12 : Integrable (fun y => ‖ψ (q + y)‖ ^ 2 + ‖ψ (q - y)‖ ^ 2) := h1.add h2
  have hf := integrable_wignerIntegrand hbar hψ q p
  have hr : Integrable (fun y => 2 * s * (wignerIntegrand hbar ψ q p y).re) :=
    (Complex.reCLM.integrable_comp hf).const_mul (2 * s)
  have h : ∀ y, ‖ψ (q + y) - s * (phase hbar p y * ψ (q - y))‖ ^ 2
      = ‖ψ (q + y)‖ ^ 2 + ‖ψ (q - y)‖ ^ 2 - 2 * s * (wignerIntegrand hbar ψ q p y).re :=
    fun y => norm_sub_phase_sq _ _ _ s (norm_phase hbar p y) hs
  -- both shifted densities still integrate to one
  have e1 : ∫ y, ‖ψ (q + y)‖ ^ 2 = 1 :=
    (integral_add_left_eq_self (fun x => ‖ψ x‖ ^ 2) q).trans hn
  have e2 : ∫ y, ‖ψ (q - y)‖ ^ 2 = 1 :=
    (integral_sub_left_eq_self (fun x => ‖ψ x‖ ^ 2) volume q).trans hn
  have e3 : ∫ y, (wignerIntegrand hbar ψ q p y).re = (∫ y, wignerIntegrand hbar ψ q p y).re :=
    Complex.reCLM.integral_comp_comm hf
  have hW : Real.pi * hbar * (wigner hbar ψ q p).re
      = (∫ y, wignerIntegrand hbar ψ q p y).re := by
    have hne : Real.pi * hbar ≠ 0 := (mul_pos Real.pi_pos hh).ne'
    rw [wigner, Complex.re_ofReal_mul, ← mul_assoc, mul_one_div_cancel hne, one_mul]
  simp only [h]
  refine ⟨h12.sub hr, ?_⟩
  rw [integral_sub h12 hr, integral_add h1 h2, integral_const_mul, e1, e2, e3, hW]
  ring
```

Q: So the bound should now take two lines.

A: Nearly. `hp` and `hm` are the formula for $s=1$ and $s=-1$, and `hp0` and `hm0` record that both integrals are nonnegative. Because $W$ is a complex number in Lean, `hreal` first identifies it with its real part, so that its modulus is an ordinary absolute value. The last line splits on the sign of that real part, and `linarith` finishes each case.

```lean
/-- For a normalised square-integrable state the Wigner integral converges, and `W(q,p)` is real
with `|W(q,p)| ≤ 1/(πħ)`, at every phase-space point. -/
theorem wigner_converges_real_bounded {hbar : ℝ} (hh : 0 < hbar) {ψ : ℝ → ℂ}
    (hψ : MemLp ψ 2 volume) (hn : ∫ x, ‖ψ x‖ ^ 2 = 1) (q p : ℝ) :
    Integrable (wignerIntegrand hbar ψ q p) ∧ (wigner hbar ψ q p).im = 0 ∧
      ‖wigner hbar ψ q p‖ ≤ 1 / (Real.pi * hbar) := by
  refine ⟨integrable_wignerIntegrand hbar hψ q p, wigner_im hbar ψ q p, ?_⟩
  have hreal : wigner hbar ψ q p = ((wigner hbar ψ q p).re : ℂ) :=
    Complex.ext rfl (by rw [Complex.ofReal_im, wigner_im])
  -- the squared distance is nonnegative for both signs
  have hp := (reflection_distance hh hψ hn (s := 1) (by norm_num) q p).2
  have hm := (reflection_distance hh hψ hn (s := -1) (by norm_num) q p).2
  have hp0 := hp.symm ▸ integral_nonneg (μ := volume) (fun y : ℝ =>
    sq_nonneg ‖ψ (q + y) - ((1 : ℝ) : ℂ) * (phase hbar p y * ψ (q - y))‖)
  have hm0 := hm.symm ▸ integral_nonneg (μ := volume) (fun y : ℝ =>
    sq_nonneg ‖ψ (q + y) - ((-1 : ℝ) : ℂ) * (phase hbar p y * ψ (q - y))‖)
  rw [hreal, Complex.norm_real, Real.norm_eq_abs, le_div_iff₀ (mul_pos Real.pi_pos hh)]
  rcases abs_cases (wigner hbar ψ q p).re with ⟨h, _⟩ | ⟨h, _⟩ <;> rw [h] <;> linarith
```

Q: And equality?

A: `hz` states that the integral of a nonnegative integrable function vanishes exactly when the function vanishes almost everywhere. From left to right, $\pi\hbar W=s$ makes the distance $2-2s^2=0$, so the integrand is zero for almost every $y$. From right to left, a zero distance gives $s\,\pi\hbar\,\mathrm{Re}\,W=1$. Multiplying by $s$ gives $\pi\hbar\,\mathrm{Re}\,W=s$, and `wigner_im` takes care of the imaginary part.

```lean
/-- For a sign `s = ±1`, the Wigner function takes the extreme value `s/(πħ)` at `(q,p)` exactly
when `ψ(q+y) = s exp(2ipy/ħ) ψ(q-y)` for almost every `y`. -/
theorem wigner_extremal_iff {hbar : ℝ} (hh : 0 < hbar) {ψ : ℝ → ℂ} (hψ : MemLp ψ 2 volume)
    (hn : ∫ x, ‖ψ x‖ ^ 2 = 1) {s : ℝ} (hs : s ^ 2 = 1) (q p : ℝ) :
    wigner hbar ψ q p = ((s / (Real.pi * hbar) : ℝ) : ℂ) ↔
      ∀ᵐ y : ℝ, ψ (q + y) = s * (phase hbar p y * ψ (q - y)) := by
  have hne : Real.pi * hbar ≠ 0 := (mul_pos Real.pi_pos hh).ne'
  obtain ⟨hi, he⟩ := reflection_distance hh hψ hn hs q p
  -- the distance vanishes exactly when its integrand does almost everywhere
  have hz := integral_eq_zero_iff_of_nonneg (by intro y; exact sq_nonneg _) hi
  rw [he] at hz
  constructor
  · intro hW
    have h1 : Real.pi * hbar * (wigner hbar ψ q p).re = s := by
      rw [hW, Complex.ofReal_re, mul_div_cancel₀ _ hne]
    have h0 : 2 - 2 * s * (Real.pi * hbar * (wigner hbar ψ q p).re) = 0 := by
      rw [h1]
      linear_combination -2 * hs
    filter_upwards [hz.1 h0] with y hy
    have hy' : ‖ψ (q + y) - s * (phase hbar p y * ψ (q - y))‖ ^ 2 = 0 := hy
    exact sub_eq_zero.1 (norm_eq_zero.1 ((pow_eq_zero_iff two_ne_zero).1 hy'))
  · intro h
    have h0 := hz.2 (by filter_upwards [h] with y hy; simp [hy])
    have h1 : Real.pi * hbar * (wigner hbar ψ q p).re = s := by
      linear_combination (-s / 2) * h0 - (Real.pi * hbar * (wigner hbar ψ q p).re) * hs
    apply Complex.ext
    · rw [Complex.ofReal_re, eq_div_iff hne]
      linarith
    · rw [Complex.ofReal_im, wigner_im]
```

At the origin the phase equals one, and the condition for $s=1$ turns into evenness.

```lean
/-- `W(0,0) = 1/(πħ)` exactly when the normalised state is even (almost everywhere). -/
theorem wigner_origin_even_iff {hbar : ℝ} (hh : 0 < hbar) {ψ : ℝ → ℂ} (hψ : MemLp ψ 2 volume)
    (hn : ∫ x, ‖ψ x‖ ^ 2 = 1) :
    wigner hbar ψ 0 0 = ((1 / (Real.pi * hbar) : ℝ) : ℂ) ↔ ∀ᵐ x : ℝ, ψ (-x) = ψ x := by
  refine (wigner_extremal_iff hh hψ hn (s := 1) (by norm_num) 0 0).trans
    (Filter.eventually_congr (Filter.Eventually.of_forall fun x => ?_))
  have h0 : phase hbar 0 x = 1 := by simp [phase]
  rw [h0, zero_add, zero_sub]
  push_cast
  constructor <;> intro hx <;> linear_combination -hx
```

The choice $s=-1$ gives oddness in the same way.

```lean
/-- `W(0,0) = -1/(πħ)` exactly when the normalised state is odd (almost everywhere). -/
theorem wigner_origin_odd_iff {hbar : ℝ} (hh : 0 < hbar) {ψ : ℝ → ℂ} (hψ : MemLp ψ 2 volume)
    (hn : ∫ x, ‖ψ x‖ ^ 2 = 1) :
    wigner hbar ψ 0 0 = ((-1 / (Real.pi * hbar) : ℝ) : ℂ) ↔ ∀ᵐ x : ℝ, ψ (-x) = -ψ x := by
  refine (wigner_extremal_iff hh hψ hn (s := -1) (by norm_num) 0 0).trans
    (Filter.eventually_congr (Filter.Eventually.of_forall fun x => ?_))
  have h0 : phase hbar 0 x = 1 := by simp [phase]
  rw [h0, zero_add, zero_sub]
  push_cast
  constructor <;> intro hx <;> linear_combination hx

end

end WignerFunctionBound
```

Q: Which of my uses of the Wigner function does this reach?

A: For one particle in one dimension in a pure state, it gives a check on simulation output: a computed value above $1/(\pi\hbar)$ in modulus, beyond numerical error, points to a fault in normalisation, convention or discretisation. In the same setting, every odd state, such as the first excited state of a harmonic oscillator centred at the origin, has the negative value $-1/(\pi\hbar)$ there, which no probability density could take.

Q: And what is left out?

A: Density matrices, several degrees of freedom and spin are not treated. Neither are the marginals of $W$, its total integral over phase space or its time evolution. The value of $\hbar$ is any positive number held fixed, so no classical limit is taken.

```lean
#print axioms WignerFunctionBound.wigner_converges_real_bounded
-- 'WignerFunctionBound.wigner_converges_real_bounded' depends on axioms: [propext, Classical.choice, Quot.sound]
#print axioms WignerFunctionBound.wigner_origin_even_iff
-- 'WignerFunctionBound.wigner_origin_even_iff' depends on axioms: [propext, Classical.choice, Quot.sound]
#print axioms WignerFunctionBound.wigner_origin_odd_iff
-- 'WignerFunctionBound.wigner_origin_odd_iff' depends on axioms: [propext, Classical.choice, Quot.sound]
```
